# The character overlap of two representations of a finite group from group sums of matrix units

Let `D1` and `D2` be complex matrix representations of a finite group, of the same size and not assumed irreducible or unitary, as might describe how a molecule's symmetry operations act on two sets of orbitals. For each matrix unit E_ij, form the sum over g of D1(g) E_ij D2(g⁻¹) and take its (i, j) entry; the theorem says that these entries, added over all i and j, give the sum over g of tr D1(g) · tr D2(g⁻¹). Neither side is divided by the order of the group, so the usual normalised overlap of the characters is this value over |G|. The proof first sets out to show, as `key`, that the (i, j) entry of P E_ij Q is P_ii Q_jj, then expands both sides with `simp only` and reorders the sums.

Lean 4 with Mathlib refuses this proof:

```lean
import Mathlib

open Matrix

namespace SumTwirlSingle

noncomputable section

variable {G : Type*} [Group G] {n : Type*} [Fintype n] [DecidableEq n]

/-- The sum of `D1(g) A D2(g⁻¹)` over a finite group. -/
def twirl [Fintype G] (D1 D2 : G →* Matrix n n ℂ) (A : Matrix n n ℂ) : Matrix n n ℂ :=
  ∑ g, D1 g * A * D2 g⁻¹

/-- The group sums of the matrix units, read at their own positions and added up, give the
overlap of the two characters. -/
theorem sum_twirl_single [Fintype G] (D1 D2 : G →* Matrix n n ℂ) :
    ∑ i, ∑ j, twirl D1 D2 (Matrix.single i j 1) i j
      = ∑ g, (D1 g).trace * (D2 g⁻¹).trace := by
  have key : ∀ (P Q : Matrix n n ℂ) (i j : n),
      (P * Matrix.single i j 1 * Q) i j = P i i * Q j j := by
    intro P Q i j
    rw [Matrix.mul_apply, Finset.sum_eq_single j]
    · rw [Matrix.mul_apply, Finset.sum_eq_single i]
      · simp [Matrix.single_apply]
      · intro k _ hk
        simp [Matrix.single_apply, hk.symm]
      · simp
    · intro k _ hk
      simp [Matrix.mul_apply, Matrix.single_apply, hk.symm]
    · simp
  simp only [twirl, Matrix.sum_apply, key, Matrix.trace, Matrix.diag_apply, Finset.sum_mul_sum]
  symm
  rw [Finset.sum_comm]
  exact Finset.sum_congr rfl fun i _ => Finset.sum_comm

end

end SumTwirlSingle
```

Compiling this gives:

```
Main.lean:21:6: error: Function expected at
  P * single i j 1 * Q
but this term has type
  ?m.79

Note: Expected a function because this term is being applied to the argument
  i
Main.lean:35:40: error: Type mismatch
  Finset.sum_comm
has type
  ∑ x ∈ ?m.134, ∑ y ∈ ?m.135, ?m.136 x y = ∑ y ∈ ?m.135, ∑ x ∈ ?m.134, ?m.136 x y
but is expected to have type
  ∑ x, ∑ j, D1 x i i * D2 x⁻¹ j j = ∑ j, ∑ c, (D1 c * single i j 1 * D2 c⁻¹) i j
Main.lean:32:38: warning: This simp argument is unused:
  key

Hint: Omit it from the simp argument list.
  [apply] simp only [twirl, Matrix.sum_apply, Matrix.trace, Matrix.diag_apply, Finset.sum_mul_sum]

Note: This linter can be disabled with `set_option linter.unusedSimpArgs false`
```

Diagnosis. The first error is in the statement of `key`. In `Matrix.single i j 1` nothing says what kind of number the `1` is, and Lean had not settled the type of the whole product, shown as `?m.79`, when it came to apply it to `i`. It could not tell that the product was a matrix, and so something that takes indices.

The other two messages follow from this. Without a sound statement, `key` gave `simp only` nothing to rewrite with, hence the warning that it is unused. The entries `(D1 c * single i j 1 * D2 c⁻¹) i j` therefore stayed on one side of the goal while the other had `D1 x i i * D2 x⁻¹ j j`, and `Finset.sum_comm`, which only swaps the order of two sums, could not match them.

The repair writes `(1 : ℂ)` and marks the product as a `Matrix n n ℂ`, so the indices can be applied. `key` then rewrites those entries to products of diagonal entries, and swapping the sums closes the goal. Dropping `Matrix.single_apply` from the `simp` calls is mere tidying.

As a diff, the version that Lean accepts:

```diff
@@ -19,14 +19,14 @@
       = ∑ g, (D1 g).trace * (D2 g⁻¹).trace := by
   have key : ∀ (P Q : Matrix n n ℂ) (i j : n),
-      (P * Matrix.single i j 1 * Q) i j = P i i * Q j j := by
+      (P * Matrix.single i j (1 : ℂ) * Q : Matrix n n ℂ) i j = P i i * Q j j := by
     intro P Q i j
     rw [Matrix.mul_apply, Finset.sum_eq_single j]
     · rw [Matrix.mul_apply, Finset.sum_eq_single i]
-      · simp [Matrix.single_apply]
+      · simp
       · intro k _ hk
-        simp [Matrix.single_apply, hk.symm]
+        simp [hk.symm]
       · simp
     · intro k _ hk
-      simp [Matrix.mul_apply, Matrix.single_apply, hk.symm]
+      simp [Matrix.mul_apply, hk.symm]
     · simp
   simp only [twirl, Matrix.sum_apply, key, Matrix.trace, Matrix.diag_apply, Finset.sum_mul_sum]
```
